# Pole strengths of a complete biorthonormal set of ionized states sum to the electron number

If a left eigenvector in a non-Hermitian ionization calculation is scaled wrongly, its energy stays right but its pole strength is multiplied by the same wrong factor. The number alone need not reveal this: a pole strength is here a product of two different amplitudes, not a squared modulus, and it may be negative. A known total supplies a check. Summed over all spin orbitals of an orthonormal basis and all ionized states in the finite space, the pole strengths give the electron number, provided that left and right ionized states are biorthonormal, the left and right references have overlap $1$, the right reference has a definite electron number, and removing an electron from it never leads out of the ionized space used.

In equation-of-motion coupled-cluster theory, this tests the normalisation of a full diagonalisation in a finite basis; it fixes no total for a few selected roots. The test is necessary, not sufficient: wrong scaling of a state whose pole strengths sum to zero over the spin orbitals leaves the total unchanged.

## States, operators and amplitudes

```lean
import Mathlib

open Matrix

namespace EOMPoleStrengths

noncomputable section

variable {n m o P : Type*} [Fintype n] [Fintype m] [Fintype o] [Fintype P]
  [DecidableEq m]
```

The finite types `n` and `m` index bases of the $N$-electron and ionized spaces, and `P` indexes the spin orbitals. The type `o` is a third space, needed for attachment. `Matrix m n ℂ` is a complex matrix taking vectors indexed by `n` to vectors indexed by `m`.

```lean
/-- Pole strength of state `k`: the amplitude `l0 d R_k` times the amplitude `L_k c r0`,
with right states the columns of `R` and left states the rows of `L`. -/
def poleStrength (l0 r0 : n → ℂ) (d : Matrix n m ℂ) (c : Matrix m n ℂ)
    (R L : Matrix m m ℂ) (k : m) : ℂ :=
  (l0 ⬝ᵥ d *ᵥ (fun i => R i k)) * (L k ⬝ᵥ c *ᵥ r0)
```

For state $k$, this defines

$$S_k=(l_0\,d\,R_k)(L_k\,c\,r_0).$$

Here $l_0$ and $r_0$ are the left and right references, $c$ annihilates an electron and $d$ creates one. $R_k$ is column $k$ of $R$, and $L_k$ is row $k$ of $L$. The symbol `*ᵥ` applies a matrix to a vector; `⬝ᵥ` is a dot product without complex conjugation, so left vectors are entered as they stand. Nothing requires left and right objects to be adjoints.

## From a sum over states to one matrix element

```lean
/-- Pole strengths weighted by any function `f` of the state add up to the matrix element of `R
diag(f) L` between `l0 d` and `c r0`. -/
theorem weighted_sum (l0 r0 : n → ℂ) (d : Matrix n m ℂ) (c : Matrix m n ℂ)
    (R L : Matrix m m ℂ) (f : m → ℂ) :
    ∑ k, f k * poleStrength l0 r0 d c R L k =
      l0 ⬝ᵥ d *ᵥ ((R * diagonal f * L) *ᵥ (c *ᵥ r0)) := by
  have h : (R * diagonal f * L) *ᵥ (c *ᵥ r0) =
      R *ᵥ (fun k => f k * (L k ⬝ᵥ c *ᵥ r0)) := by
    rw [← Matrix.mulVec_mulVec, ← Matrix.mulVec_mulVec]
    congr 1
    ext k
    rw [Matrix.mulVec_diagonal]
    rfl
  -- move all operators on the left amplitude onto the left reference
  rw [h, Matrix.dotProduct_mulVec, Matrix.dotProduct_mulVec]
  change _ = ∑ k, ((l0 ᵥ* d) ᵥ* R) k * (f k * (L k ⬝ᵥ c *ᵥ r0))
  refine Finset.sum_congr rfl fun k _ => ?_
  unfold poleStrength
  rw [Matrix.dotProduct_mulVec l0 d]
  change f k * (((l0 ᵥ* d) ᵥ* R) k * (L k ⬝ᵥ c *ᵥ r0)) = _
  ring
```

For any weights $f_k$, the sum can be taken inside:

$$\sum_k f_kS_k=l_0d\Big(\sum_k R_kf_kL_k\Big)cr_0
=l_0d\,R\,\mathrm{diag}(f)\,L\,c\,r_0.$$

Biorthonormality is not yet used. In the proof, `h` writes the right-hand vector as $R$ acting on the weighted amplitudes. `Matrix.dotProduct_mulVec` then moves $d$ and $R$ onto the left reference, and `ring` reorders the factors in each term.

```lean
/-- For biorthonormal states, the pole strengths summed over all states give the
one-particle density matrix element `l0 d c r0`. -/
theorem sum_poleStrength (l0 r0 : n → ℂ) (d : Matrix n m ℂ) (c : Matrix m n ℂ)
    {R L : Matrix m m ℂ} (hLR : L * R = 1) :
    ∑ k, poleStrength l0 r0 d c R L k = l0 ⬝ᵥ d *ᵥ (c *ᵥ r0) := by
  -- for square matrices biorthonormality implies completeness
  have hRL : R * L = 1 := mul_eq_one_comm.mp hLR
  have h := weighted_sum l0 r0 d c R L (fun _ => 1)
  rw [show (diagonal fun _ : m => (1 : ℂ)) = 1 from Matrix.diagonal_one,
    mul_one, hRL, Matrix.one_mulVec] at h
  simpa only [one_mul] using h
```

Biorthonormality is $LR=1$. Since both matrices are square, also $RL=1$, which is completeness. With $f_k=1$,

$$\sum_k S_k=l_0d\,RL\,c\,r_0=l_0dcr_0,$$

a one-particle density matrix element. The step from $LR$ to $RL$ is `mul_eq_one_comm`.

$LR=1$ is easily misread as completeness by itself. If only some of the states are kept, $R$ and $L$ are rectangular: $LR=1$ can still hold, but $RL$ is then only a projector. The square type `Matrix m m ℂ` excludes that case.

## Counting electrons and holes

```lean
/-- Ionization sum rule: the pole strengths summed over all ionized states and all
spin orbitals equal the electron number `N`. -/
theorem ionization_sum_rule {l0 r0 : n → ℂ} {d : P → Matrix n m ℂ}
    {c : P → Matrix m n ℂ} {R L : Matrix m m ℂ} {N : ℂ} (hLR : L * R = 1)
    (h0 : l0 ⬝ᵥ r0 = 1) (hN : ∑ p, d p *ᵥ (c p *ᵥ r0) = N • r0) :
    ∑ k, ∑ p, poleStrength l0 r0 (d p) (c p) R L k = N := by
  have hsum : ∑ p, l0 ⬝ᵥ d p *ᵥ (c p *ᵥ r0) = l0 ⬝ᵥ ∑ p, d p *ᵥ (c p *ᵥ r0) := by
    simp only [dotProduct, Finset.sum_apply, Finset.mul_sum]
    exact Finset.sum_comm
  rw [Finset.sum_comm]
  simp only [sum_poleStrength l0 r0 _ _ hLR]
  rw [hsum, hN, dotProduct_smul, h0, smul_eq_mul, mul_one]
```

Now each spin orbital $p$ has its own $d_p$ and $c_p$. The hypothesis `hN` says $\sum_p d_pc_pr_0=Nr_0$: the reference is an eigenvector of the number operator. `h0` is the normalisation $l_0r_0=1$. Hence

$$\sum_k\sum_p S_{k,p}=\sum_p l_0d_pc_pr_0=l_0(Nr_0)=N.$$

`Finset.sum_comm` exchanges the sums, the previous theorem removes the states, and `hsum` takes $l_0$ outside the sum over $p$. In a truncated space, `hN` must hold for the matrices actually used; it is assumed here, not derived from a cluster operator.

```lean
/-- Attachment sum rule: with creators `a p` into the attached space and annihilators `b p`
back, the pole strengths of all attached states sum to the number of spin orbitals minus `N`. -/
theorem attachment_sum_rule [DecidableEq n] {l0 r0 : n → ℂ} {d : P → Matrix n o ℂ}
    {c : P → Matrix o n ℂ} {b : P → Matrix n m ℂ} {a : P → Matrix m n ℂ}
    {R L : Matrix m m ℂ} {N : ℂ} (hLR : L * R = 1) (h0 : l0 ⬝ᵥ r0 = 1)
    (hN : ∑ p, d p *ᵥ (c p *ᵥ r0) = N • r0)
    (hCAR : ∀ p, b p * a p + d p * c p = 1) :
    ∑ k, ∑ p, poleStrength l0 r0 (b p) (a p) R L k = (Fintype.card P : ℂ) - N := by
  refine ionization_sum_rule hLR h0 ?_
  -- the anticommutator turns particles into holes
  have hp : ∀ p, b p *ᵥ (a p *ᵥ r0) = r0 - d p *ᵥ (c p *ᵥ r0) := by
    intro p
    rw [eq_sub_iff_add_eq, Matrix.mulVec_mulVec, Matrix.mulVec_mulVec,
      ← Matrix.add_mulVec, hCAR, Matrix.one_mulVec]
  simp only [hp, Finset.sum_sub_distrib, hN, Finset.sum_const, Finset.card_univ]
  rw [sub_smul, Nat.cast_smul_eq_nsmul]
```

For attachment, `m` indexes the states with one more electron and `o` the ionized space. Creators $a_p$ lead into the attached space and annihilators $b_p$ lead back. The anticommutation relation `hCAR`, $b_pa_p+d_pc_p=1$, gives

$$\sum_p b_pa_pr_0=\sum_p(r_0-d_pc_pr_0)=(|P|-N)r_0,$$

where $|P|$ is the number of spin orbitals. The ionization theorem, applied to $b_p$ and $a_p$, gives the total $|P|-N$. Like `hN`, `hCAR` is assumed for the matrices actually used. It is stated on the whole $N$-electron space and can fail there when the attached or ionized space is truncated; the proof applies it only to $r_0$.

## Weighting by energy

```lean
/-- If the columns of `R` are eigenvectors of `H` with energies `E`, they are eigenvectors
of `H - z` with energies `E - z`. -/
theorem shifted_eigen {H R : Matrix m m ℂ} {E : m → ℂ}
    (hH : H * R = R * diagonal E) (z : ℂ) :
    R * diagonal (fun k => E k - z) = (H - z • (1 : Matrix m m ℂ)) * R := by
  have hd : diagonal (fun k => E k - z) = diagonal E - z • (1 : Matrix m m ℂ) := by
    ext i j
    rcases eq_or_ne i j with rfl | hij
    · simp
    · simp [hij]
  rw [hd, mul_sub, sub_mul, hH, mul_smul_comm, smul_mul_assoc, mul_one, one_mul]
```

The equation $HR=R\,\mathrm{diag}(E)$ says that column $R_k$ is an eigenvector of the ionized-space Hamiltonian $H$ with energy $E_k$. Subtracting $zR$ from both sides gives $R\,\mathrm{diag}(E-z)=(H-z)R$.

```lean
/-- Pole strengths weighted by the ionization energies `E k - E0` sum to the extended
Koopmans matrix element `l0 d (H c - c H0) r0`. -/
theorem ionization_energy_sum_rule (l0 : n → ℂ) {r0 : n → ℂ} (d : Matrix n m ℂ)
    (c : Matrix m n ℂ) {R L H : Matrix m m ℂ} {H0 : Matrix n n ℂ} {E : m → ℂ} {E0 : ℂ}
    (hLR : L * R = 1) (hH : H * R = R * diagonal E) (hH0 : H0 *ᵥ r0 = E0 • r0) :
    ∑ k, (E k - E0) * poleStrength l0 r0 d c R L k =
      l0 ⬝ᵥ d *ᵥ ((H * c - c * H0) *ᵥ r0) := by
  have h := weighted_sum l0 r0 d c R L (fun k => E k - E0)
  rw [shifted_eigen hH, mul_assoc, mul_eq_one_comm.mp hLR, mul_one] at h
  have hc : (H - E0 • (1 : Matrix m m ℂ)) *ᵥ (c *ᵥ r0) = (H * c - c * H0) *ᵥ r0 := by
    rw [Matrix.sub_mulVec, Matrix.sub_mulVec, ← Matrix.mulVec_mulVec,
      ← Matrix.mulVec_mulVec, hH0, Matrix.smul_mulVec, Matrix.one_mulVec,
      Matrix.mulVec_smul]
  rw [hc] at h
  exact h
```

Let the $N$-electron Hamiltonian $H_0$ satisfy $H_0r_0=E_0r_0$. For one pair $d,c$,

$$\begin{aligned}
\sum_k(E_k-E_0)S_k&=l_0d(H-E_0)RLcr_0\\
&=l_0d(Hc-cH_0)r_0.
\end{aligned}$$

The last step, `hc` in the proof, uses $E_0cr_0=cH_0r_0$. The result is an extended Koopmans matrix element.

```lean
/-- Lehmann representation: away from the energies `E k`, the matrix element of the resolvent of `H`
between `l0 d` and `c r0` is a sum of simple fractions weighted by the pole strengths. -/
theorem lehmann (l0 r0 : n → ℂ) (d : Matrix n m ℂ) (c : Matrix m n ℂ)
    {R L H : Matrix m m ℂ} {E : m → ℂ} {z : ℂ} (hLR : L * R = 1)
    (hH : H * R = R * diagonal E) (hz : ∀ k, z ≠ E k) :
    ∑ k, (z - E k)⁻¹ * poleStrength l0 r0 d c R L k =
      l0 ⬝ᵥ d *ᵥ ((z • (1 : Matrix m m ℂ) - H)⁻¹ *ᵥ (c *ᵥ r0)) := by
  have hk : ∀ k, (E k - z) * (z - E k)⁻¹ = -1 := fun k => by
    rw [← neg_sub z (E k), neg_mul, mul_inv_cancel₀ (sub_ne_zero.mpr (hz k))]
  have hd : diagonal (fun k => E k - z) * diagonal (fun k => (z - E k)⁻¹) =
      (-1 : Matrix m m ℂ) := by
    rw [Matrix.diagonal_mul_diagonal]
    ext i j
    rcases eq_or_ne i j with rfl | hij
    · simp only [Matrix.diagonal_apply_eq, hk, Matrix.neg_apply, Matrix.one_apply_eq]
    · simp [hij]
  -- the spectral sum is a right inverse of `z - H`
  have hinv : (z • (1 : Matrix m m ℂ) - H) *
      (R * diagonal (fun k => (z - E k)⁻¹) * L) = 1 := by
    rw [← neg_sub H, neg_mul, ← mul_assoc, ← mul_assoc, ← shifted_eigen hH,
      mul_assoc R, hd, mul_neg, mul_one, neg_mul, neg_neg, mul_eq_one_comm.mp hLR]
  rw [Matrix.inv_eq_right_inv hinv]
  exact weighted_sum l0 r0 d c R L (fun k => (z - E k)⁻¹)
```

If $z$ differs from every $E_k$, then

$$\begin{aligned}
(z-H)R\,\mathrm{diag}\big((z-E)^{-1}\big)L
&=R\,\mathrm{diag}(z-E)\,\mathrm{diag}\big((z-E)^{-1}\big)L\\
&=RL=1.
\end{aligned}$$

The spectral sum is therefore the resolvent $(z-H)^{-1}$, and `weighted_sum` gives its matrix element. The proof works with $E-z$, so `hd` yields $-1$ and the signs cancel in `hinv`. The variable $z$ is measured on the scale of the total energies $E_k$, not of the ionization energies $E_k-E_0$. With $z=E_0-\omega$ the sum equals $-\sum_k S_k/(\omega+E_k-E_0)$, that is, minus the electron-removal part of the one-particle Green's function at frequency $\omega$; the attachment part is not included.

## Two spin orbitals, worked through

```lean
/-- Annihilators from the electron pair in two spin orbitals to one electron. -/
def pairC : Fin 2 → Matrix (Fin 2) (Fin 1) ℂ := ![!![0; 1], !![-1; 0]]
```

Lean counts from zero, so the orbitals are $0$ and $1$. Removing an electron from the pair gives the columns $c_0=(0,1)^T$ and $c_1=(-1,0)^T$; the minus sign is fermionic.

```lean
/-- Creators from one electron in two spin orbitals to the electron pair. -/
def pairD : Fin 2 → Matrix (Fin 1) (Fin 2) ℂ := ![!![0, 1], !![-1, 0]]
```

The creators back to the pair are the rows $d_0=(0,1)$ and $d_1=(-1,0)$.

```lean
/-- Annihilators from one electron in two spin orbitals to the vacuum. -/
def vacC : Fin 2 → Matrix (Fin 1) (Fin 2) ℂ := ![!![1, 0], !![0, 1]]
```

These rows take one electron to the vacuum by reading off its amplitude in orbital $0$ or $1$.

```lean
/-- Creators from the vacuum to one electron in two spin orbitals. -/
def vacD : Fin 2 → Matrix (Fin 2) (Fin 1) ℂ := ![!![1; 0], !![0; 1]]
```

These columns create one electron from the vacuum.

```lean
/-- The electron pair, with non-orthogonal ionized states of a non-Hermitian Hamiltonian,
meets the hypotheses of the ionization sum rules with `N = 2`. -/
theorem ionization_witness :
    (!![1, -1; 0, 1] * !![1, 1; 0, 1] : Matrix (Fin 2) (Fin 2) ℂ) = 1 ∧
    (![1] : Fin 1 → ℂ) ⬝ᵥ ![1] = 1 ∧
    ∑ p, pairD p *ᵥ (pairC p *ᵥ ![1]) = (2 : ℂ) • ![1] ∧
    (!![1, 1; 0, 2] * !![1, 1; 0, 1] : Matrix (Fin 2) (Fin 2) ℂ) =
      !![1, 1; 0, 1] * diagonal ![1, 2] ∧
    (!![3] : Matrix (Fin 1) (Fin 1) ℂ) *ᵥ ![1] = (3 : ℂ) • ![1] := by
  refine ⟨?_, ?_, ?_, ?_, ?_⟩
  · ext i j
    fin_cases i <;> fin_cases j <;> simp [Matrix.mul_apply, Fin.sum_univ_succ]
  · simp [dotProduct]
  · ext i
    fin_cases i
    simp [pairC, pairD, Matrix.mulVec, dotProduct, Fin.sum_univ_succ]
    try norm_num
  · ext i j
    fin_cases i <;> fin_cases j <;>
      simp [Matrix.mul_apply, Fin.sum_univ_succ, Matrix.diagonal_apply]
    all_goals norm_num
  · ext i
    fin_cases i
    simp [Matrix.mulVec, dotProduct]
```

This checks the hypotheses for the pair, with $N=2$, $l_0=r_0=1$ and

$$R=\begin{pmatrix}1&1\\0&1\end{pmatrix},\qquad
L=\begin{pmatrix}1&-1\\0&1\end{pmatrix}.$$

The pole strengths by hand are:

| | $p=0$ | $p=1$ |
|---|---:|---:|
| $k=0$ | $0\cdot(-1)=0$ | $(-1)(-1)=1$ |
| $k=1$ | $1\cdot1=1$ | $(-1)\cdot0=0$ |

They sum to $2$, although the two right states are not orthogonal. The last two clauses of the theorem check the eigenvalue equations with the model energies $E=(1,2)$ and $E_0=3$. These make both ionization energies $E_k-E_0$ negative, so this model pair is not stable against losing an electron.

```lean
/-- One electron in two spin orbitals, with different left and right references, meets the
hypotheses of the attachment sum rule with `N = 1`, and one of its ionization pole
strengths is `-1`. -/
theorem attachment_witness :
    (1 * 1 : Matrix (Fin 1) (Fin 1) ℂ) = 1 ∧
    (![2, -1] : Fin 2 → ℂ) ⬝ᵥ ![1, 1] = 1 ∧
    ∑ p, vacD p *ᵥ (vacC p *ᵥ ![1, 1]) = (1 : ℂ) • ![1, 1] ∧
    (∀ p, pairC p * pairD p + vacD p * vacC p = 1) ∧
    poleStrength ![2, -1] ![1, 1] (vacD 1) (vacC 1) 1 1 0 = -1 := by
  refine ⟨one_mul 1, ?_, ?_, ?_, ?_⟩
  · simp [dotProduct, Fin.sum_univ_succ]
    try norm_num
  · ext i
    fin_cases i <;> simp [vacC, vacD, Fin.sum_univ_succ]
  · intro p
    ext i j
    fin_cases p <;> fin_cases i <;> fin_cases j <;>
      simp [pairC, pairD, vacC, vacD]
  · simp [poleStrength, vacC, vacD, Matrix.mulVec, dotProduct, Fin.sum_univ_succ]

end

end EOMPoleStrengths
```

One electron with $l_0=(2,-1)$ and $r_0=(1,1)^T$ meets the attachment hypotheses with $N=1$. Its ionization strength for $p=1$ is $(-1)\cdot1=-1$, while for $p=0$ it is $2\cdot1=2$. The total is $1$, as required, but the individual strengths are not probabilities.

```lean
#print axioms EOMPoleStrengths.ionization_sum_rule
#print axioms EOMPoleStrengths.attachment_sum_rule
#print axioms EOMPoleStrengths.ionization_energy_sum_rule
#print axioms EOMPoleStrengths.lehmann
```

```
'EOMPoleStrengths.ionization_sum_rule' depends on axioms: [propext, Classical.choice, Quot.sound]
'EOMPoleStrengths.attachment_sum_rule' depends on axioms: [propext, Classical.choice, Quot.sound]
'EOMPoleStrengths.ionization_energy_sum_rule' depends on axioms: [propext, Classical.choice, Quot.sound]
'EOMPoleStrengths.lehmann' depends on axioms: [propext, Classical.choice, Quot.sound]
```
